# At fixed depth, the ground level of a finite square well shifts with width as dE/dL = −2E/(L + 2/κ)

A quantum well is rarely the same width everywhere: an interface step of one atomic layer makes it a little wider here and a little narrower there, and the confinement energy of the electron follows. To first order, the disorder potential along the plane is dE/dL times the local change of width, so the square of dE/dL enters the scattering rate.

For infinite walls, the ground level has wavenumber k = π/L and energy E = ck² with c = ħ²/(2m), which gives (dE/dL)² = 4c²π⁴/L⁶. For finite barriers, with the same mass in well and barrier and E measured from the bottom of the well, I believe that

dE/dL = −2E/(L + 2/κ),

where κ is the decay constant in the barrier, so that |dE/dL| is smaller than 2E/L. My derivation differentiates the matching condition and takes for granted that k(L) is differentiable. Can this be proved without that gap, and checked by machine?

## In the derivative, the barrier tails add 2/κ to the width

Yes, and differentiability need not be assumed: it follows from k(L) being the lowest level at each width.

Let the well have width L > 0 and depth V₀, with the same mass m inside and outside. Measure E from the bottom of the well and set k₀² = V₀/c. The lowest even state is cos(kx) inside and decays as exp(−κ|x|) outside. Matching at x = L/2 gives

k tan(kL/2) = κ = √(k₀² − k²), with 0 < k < k₀ and kL < π.

**Removing the square root.** Write θ = kL/2, which lies between 0 and π/2. Then k sin θ = κ cos θ, and squaring gives

k² sin² θ = (k₀² − k²) cos² θ, hence k² = k₀² cos² θ.

All quantities are positive, so k = k₀ cos θ. Conversely, k = k₀ cos θ gives k < k₀ and κ = k₀ sin θ = k tan θ.

**One level per width.** Let k₁ and k₂ be the levels for widths L₁ and L₂ at the same depth. If k₂ < k₁, the cosine for k₂ is the smaller one, so its phase is the larger one:

k₁L₁ < k₂L₂.

For L₁ = L₂ this is a contradiction, so there is at most one level. There is at least one, because q − k₀ cos(qL/2) equals −k₀ at q = 0 and π/L at q = π/L, and vanishes in between.

**Continuity.** If k₂ < k₁, subtracting k₂L₁ from both sides of the phase inequality gives

(k₁ − k₂)L₁ < k₂(L₂ − L₁) ≤ k₀|L₂ − L₁|.

If k₁ < k₂, the phase inequality is reversed and, in the same way, (k₂ − k₁)L₁ < k₂(L₁ − L₂) ≤ k₀|L₂ − L₁|. Either way k₂ tends to k₁ as L₂ tends to L₁.

**The derivative.** Solving k = k₀ cos(kL/2) for the width gives L = 2 arccos(k/k₀)/k. Since the derivative of arccos(k/k₀) with respect to k is −1/κ,

dL/dk = −2/(κk) − 2 arccos(k/k₀)/k² = −(L + 2/κ)/k.

This is not zero and k(L) is continuous, so the relation can be inverted:

dk/dL = −k/(L + 2/κ)

dE/dL = 2ck · dk/dL = −2E/(L + 2/κ).

**The bounds.** For c > 0, the positive term 2/κ makes |dE/dL| smaller than 2E/L. Also

2E/L = 2c(kL)²/L³ < 2cπ²/L³,

and squaring gives (dE/dL)² < 4c²π⁴/L⁶. For infinite walls E = cπ²/L², so dE/dL = −2cπ²/L³ = −2E/L, whose square is exactly 4c²π⁴/L⁶.

In this one-electron, single-mass model, the L⁻⁶ factor therefore overestimates the squared sensitivity of the ground level to well width.

## What the Lean statements say

`decay k0 k` is κ, `energy c k` is ck², and `IsGroundLevel k0 L k` collects the four conditions on k: positivity, k < k₀, kL < π and the matching condition. The matching condition enters as a definition; the Schrödinger equation behind it is not part of the file.

In the finite-well derivative theorems, `k : ℝ → ℝ` is a function of width. The hypothesis `hk` says that `k l` is the ground-level wavenumber for every `l` in the open interval `Ioo a b`, and `0 ≤ a` keeps the widths positive. The same `k0` serves all widths, which expresses fixed depth. By `existsUnique_groundLevel`, such a function exists for every k₀ > 0, and its values on the interval are determined.

`hasDerivAt_energy` states that the derivative exists and has the claimed value, for any real `c`. The two inequalities, `abs_deriv_energy_lt` and `sq_deriv_energy_lt`, are stated for the physical case `c > 0`. `infinite_well` treats k = π/L directly, not as a limit of deep wells.

The model leaves out different masses in well and barrier, non-parabolic bands, electric fields and excited levels. It also says nothing about the statistics of the roughness or the scattering rate itself.

```lean
import Mathlib

open Filter Set
open scoped Real Topology

namespace WellWidthFluctuation

noncomputable section

/-- The decay constant `κ = √(k0² - k²)` of the wave function in the barriers,
for `|k| ≤ k0`. -/
def decay (k0 k : ℝ) : ℝ := Real.sqrt (k0 ^ 2 - k ^ 2)

/-- The wavenumber `k` belongs to the lowest even bound level of a finite square well of
width `L > 0` and depth parameter `k0`. -/
structure IsGroundLevel (k0 L k : ℝ) : Prop where
  pos : 0 < k
  lt : k < k0
  branch : k * L < π
  matching : k * Real.tan (k * L / 2) = decay k0 k

/-- The confinement energy `E = c k²`. -/
def energy (c k : ℝ) : ℝ := c * k ^ 2

/-- For a well of positive width, the matching condition on the lowest branch is equivalent
to `k = k0 cos (k L / 2)`. -/
theorem isGroundLevel_iff_cos {k0 L k : ℝ} (hL : 0 < L) :
    IsGroundLevel k0 L k ↔ 0 < k ∧ k * L < π ∧ k = k0 * Real.cos (k * L / 2) := by
  have hsc := Real.sin_sq_add_cos_sq (k * L / 2)
  constructor
  · intro h
    have hk := h.pos
    have hk0 : 0 < k0 := hk.trans h.lt
    have hkL := mul_pos hk hL
    have hc : 0 < Real.cos (k * L / 2) :=
      Real.cos_pos_of_mem_Ioo ⟨by linarith [Real.pi_pos], by linarith [h.branch]⟩
    have hκ : decay k0 k ^ 2 = k0 ^ 2 - k ^ 2 :=
      Real.sq_sqrt (by nlinarith [h.lt])
    have hks : k * Real.sin (k * L / 2) = decay k0 k * Real.cos (k * L / 2) := by
      rw [← h.matching, Real.tan_eq_sin_div_cos]
      field_simp
    -- squaring the matching condition removes the decay constant
    have hz : (k - k0 * Real.cos (k * L / 2)) * (k + k0 * Real.cos (k * L / 2)) = 0 := by
      linear_combination (k * Real.sin (k * L / 2) + decay k0 k * Real.cos (k * L / 2)) * hks
        + Real.cos (k * L / 2) ^ 2 * hκ - k ^ 2 * hsc
    refine ⟨hk, h.branch, ?_⟩
    rcases mul_eq_zero.mp hz with h1 | h1
    · linarith
    · linarith [mul_pos hk0 hc]
  · rintro ⟨hk, hb, hcos⟩
    have hkL := mul_pos hk hL
    have hc : 0 < Real.cos (k * L / 2) :=
      Real.cos_pos_of_mem_Ioo ⟨by linarith [Real.pi_pos], by linarith⟩
    have hs : 0 < Real.sin (k * L / 2) :=
      Real.sin_pos_of_pos_of_lt_pi (by linarith) (by linarith)
    have hk0 : 0 < k0 := by
      by_contra hn
      linarith [mul_nonneg (neg_nonneg.mpr (not_lt.mp hn)) hc.le]
    have hsq : k0 ^ 2 - k ^ 2 = (k0 * Real.sin (k * L / 2)) ^ 2 := by
      linear_combination -(k + k0 * Real.cos (k * L / 2)) * hcos - k0 ^ 2 * hsc
    refine ⟨hk, by nlinarith [pow_pos (mul_pos hk0 hs) 2], hb, ?_⟩
    rw [decay, hsq, Real.sqrt_sq (mul_pos hk0 hs).le, Real.tan_eq_sin_div_cos,
      ← mul_div_assoc, div_eq_iff hc.ne']
    linear_combination Real.sin (k * L / 2) * hcos

/-- Of two wells with equal depth and positive widths, the one with the larger ground-level
wavenumber has the smaller phase `k L`. -/
theorem phase_lt {k0 L₁ L₂ k₁ k₂ : ℝ} (hL₁ : 0 < L₁) (hL₂ : 0 < L₂)
    (h₁ : IsGroundLevel k0 L₁ k₁) (h₂ : IsGroundLevel k0 L₂ k₂) (hk : k₂ < k₁) :
    k₁ * L₁ < k₂ * L₂ := by
  by_contra hn
  have hn' := not_lt.mp hn
  have e₁ := ((isGroundLevel_iff_cos hL₁).mp h₁).2.2
  have e₂ := ((isGroundLevel_iff_cos hL₂).mp h₂).2.2
  have hp := mul_pos h₂.pos hL₂
  have hcos : Real.cos (k₁ * L₁ / 2) ≤ Real.cos (k₂ * L₂ / 2) :=
    Real.cos_le_cos_of_nonneg_of_le_pi (by linarith)
      (by linarith [h₁.branch, Real.pi_pos]) (by linarith)
  have := mul_le_mul_of_nonneg_left hcos (h₁.pos.trans h₁.lt).le
  linarith

/-- Every finite well of positive width and depth has exactly one ground-level wavenumber. -/
theorem existsUnique_groundLevel {k0 L : ℝ} (hk0 : 0 < k0) (hL : 0 < L) :
    ∃! k, IsGroundLevel k0 L k := by
  have hcont : ContinuousOn (fun q : ℝ => q - k0 * Real.cos (q * L / 2)) (Icc 0 (π / L)) := by
    fun_prop
  have hend : π / L * L / 2 = π / 2 := by field_simp
  have hmem : (0 : ℝ) ∈ Ioo ((fun q : ℝ => q - k0 * Real.cos (q * L / 2)) 0)
      ((fun q : ℝ => q - k0 * Real.cos (q * L / 2)) (π / L)) := by
    constructor
    · simpa using hk0
    · simp only [hend, Real.cos_pi_div_two, mul_zero, sub_zero]
      exact div_pos Real.pi_pos hL
  obtain ⟨k, hk, hzero⟩ := intermediate_value_Ioo (div_pos Real.pi_pos hL).le hcont hmem
  have hg : IsGroundLevel k0 L k :=
    (isGroundLevel_iff_cos hL).mpr ⟨hk.1, (lt_div_iff₀ hL).mp hk.2, sub_eq_zero.mp hzero⟩
  refine ⟨k, hg, fun q hq => ?_⟩
  rcases lt_trichotomy q k with h | h | h
  · nlinarith [phase_lt hL hL hg hq h]
  · exact h
  · nlinarith [phase_lt hL hL hq hg h]

/-- At fixed depth and for positive widths, the change of the ground-level wavenumber is
bounded by the change of the width: `|k₂ - k₁| L₁ ≤ k0 |L₂ - L₁|`. -/
theorem wavenumber_change_le {k0 L₁ L₂ k₁ k₂ : ℝ} (hL₁ : 0 < L₁) (hL₂ : 0 < L₂)
    (h₁ : IsGroundLevel k0 L₁ k₁) (h₂ : IsGroundLevel k0 L₂ k₂) :
    |k₂ - k₁| * L₁ ≤ k0 * |L₂ - L₁| := by
  have hb := mul_le_mul_of_nonneg_right h₂.lt.le (abs_nonneg (L₂ - L₁))
  have hu := mul_le_mul_of_nonneg_left (le_abs_self (L₂ - L₁)) h₂.pos.le
  have hl := mul_le_mul_of_nonneg_left (neg_abs_le (L₂ - L₁)) h₂.pos.le
  rcases lt_trichotomy k₁ k₂ with h | h | h
  · rw [abs_of_pos (sub_pos.mpr h)]
    nlinarith [phase_lt hL₂ hL₁ h₂ h₁ h]
  · rw [h, sub_self, abs_zero, zero_mul]
    exact mul_nonneg (h₁.pos.trans h₁.lt).le (abs_nonneg _)
  · rw [abs_of_neg (sub_neg.mpr h)]
    nlinarith [phase_lt hL₁ hL₂ h₁ h₂ h]

variable {k0 a b L : ℝ} {k : ℝ → ℝ}

/-- If `k` is the ground-level wavenumber at fixed depth on an open interval of positive widths, it
is differentiable there, with `dk/dL = -k / (L + 2/κ)`. -/
theorem hasDerivAt_wavenumber (ha : 0 ≤ a) (hk : ∀ l ∈ Ioo a b, IsGroundLevel k0 l (k l))
    (hL : L ∈ Ioo a b) :
    HasDerivAt k (-k L / (L + 2 / decay k0 (k L))) L := by
  have hL0 : 0 < L := ha.trans_lt hL.1
  have hg := hk L hL
  have hkL := hg.pos
  have hk0 : 0 < k0 := hkL.trans hg.lt
  have hnhds : ∀ᶠ l in 𝓝 L, l ∈ Ioo a b := isOpen_Ioo.mem_nhds hL
  have hdiff : 0 < k0 ^ 2 - k L ^ 2 := by nlinarith [hg.lt]
  have hκ : 0 < decay k0 (k L) := Real.sqrt_pos.mpr hdiff
  have hκ2 : decay k0 (k L) ^ 2 = k0 ^ 2 - k L ^ 2 := Real.sq_sqrt hdiff.le
  -- continuity of the level
  have hcont : ContinuousAt k L := by
    have ht : Tendsto (fun l : ℝ => k0 * |l - L| / L) (𝓝 L) (𝓝 0) := by
      have hc : Continuous (fun l : ℝ => k0 * |l - L| / L) := by fun_prop
      simpa using hc.tendsto L
    refine tendsto_iff_norm_sub_tendsto_zero.mpr
      (squeeze_zero' (Eventually.of_forall fun l => norm_nonneg _) ?_ ht)
    filter_upwards [hnhds] with l hl
    rw [Real.norm_eq_abs, le_div_iff₀ hL0]
    exact wavenumber_change_le hL0 (ha.trans_lt hl.1) hg (hk l hl)
  -- the width as a function of the wavenumber
  have hinv : ∀ l ∈ Ioo a b, 2 * Real.arccos (k l / k0) / k l = l := by
    intro l hl
    have hl0 : 0 < l := ha.trans_lt hl.1
    have hp := (hk l hl).pos
    have hpl := mul_pos hp hl0
    have hx : k l / k0 = Real.cos (k l * l / 2) := by
      rw [div_eq_iff hk0.ne']
      linarith [((isGroundLevel_iff_cos hl0).mp (hk l hl)).2.2]
    rw [hx, Real.arccos_cos (by linarith) (by linarith [(hk l hl).branch, Real.pi_pos]),
      div_eq_iff hp.ne']
    ring
  have hsqrt : Real.sqrt (1 - (k L / k0) ^ 2) = decay k0 (k L) / k0 := by
    have h1 : 1 - (k L / k0) ^ 2 = (decay k0 (k L) / k0) ^ 2 := by
      rw [div_pow, div_pow, hκ2]
      field_simp
    rw [h1, Real.sqrt_sq (div_pos hκ hk0).le]
  have harc : HasDerivAt (fun q : ℝ => Real.arccos (q / k0)) (-(1 / decay k0 (k L))) (k L) := by
    have hd : HasDerivAt (fun q : ℝ => q / k0) (1 / k0) (k L) :=
      (hasDerivAt_id (k L)).div_const k0
    have hx0 : 0 < k L / k0 := div_pos hkL hk0
    have hx1 : k L / k0 < 1 := (div_lt_one hk0).mpr hg.lt
    have hA : HasDerivAt Real.arccos (-(1 / Real.sqrt (1 - (k L / k0) ^ 2)))
        ((fun q : ℝ => q / k0) (k L)) :=
      Real.hasDerivAt_arccos (by linarith : (-1 : ℝ) < k L / k0).ne' hx1.ne
    refine (hA.comp (k L) hd).congr_deriv ?_
    rw [hsqrt]
    field_simp
  have hf : HasDerivAt (fun q : ℝ => 2 * Real.arccos (q / k0) / q)
      (-(L + 2 / decay k0 (k L)) / k L) (k L) := by
    refine ((harc.const_mul 2).fun_div (hasDerivAt_id' (k L)) hkL.ne').congr_deriv ?_
    have h2 : 2 * Real.arccos (k L / k0) = L * k L := (div_eq_iff hkL.ne').mp (hinv L hL)
    rw [h2]
    field_simp
    ring
  have hden : 0 < L + 2 / decay k0 (k L) := by positivity
  -- invert the relation between width and wavenumber
  refine (HasDerivAt.of_local_left_inverse hcont hf
    (div_ne_zero (neg_ne_zero.mpr hden.ne') hkL.ne') (hnhds.mono hinv)).congr_deriv ?_
  rw [inv_div, div_neg, neg_div]

/-- If `k` is the ground-level wavenumber at fixed depth on an open interval of positive widths, the
confinement energy obeys `dE/dL = -2E / (L + 2/κ)`. -/
theorem hasDerivAt_energy (c : ℝ) (ha : 0 ≤ a)
    (hk : ∀ l ∈ Ioo a b, IsGroundLevel k0 l (k l)) (hL : L ∈ Ioo a b) :
    HasDerivAt (fun l => energy c (k l))
      (-2 * energy c (k L) / (L + 2 / decay k0 (k L))) L := by
  have hd := hasDerivAt_wavenumber ha hk hL
  have hE : (fun l => energy c (k l)) = fun l => c * (k l * k l) := by
    funext l
    simp only [energy]
    ring
  rw [hE]
  refine ((hd.fun_mul hd).const_mul c).congr_deriv ?_
  simp only [energy]
  ring

/-- For `c > 0`, fixed depth and positive widths, the ground level of the finite well shifts with
the width by less than `2E/L` per unit width. -/
theorem abs_deriv_energy_lt {c : ℝ} (hc : 0 < c) (ha : 0 ≤ a)
    (hk : ∀ l ∈ Ioo a b, IsGroundLevel k0 l (k l)) (hL : L ∈ Ioo a b) :
    |deriv (fun l => energy c (k l)) L| < 2 * energy c (k L) / L := by
  have hL0 : 0 < L := ha.trans_lt hL.1
  have hg := hk L hL
  have hκ : 0 < decay k0 (k L) := Real.sqrt_pos.mpr (by nlinarith [hg.pos, hg.lt])
  have hE : 0 < 2 * energy c (k L) := mul_pos two_pos (mul_pos hc (pow_pos hg.pos 2))
  have hκ' : 0 < 2 / decay k0 (k L) := div_pos two_pos hκ
  rw [(hasDerivAt_energy c ha hk hL).deriv, neg_mul, neg_div, abs_neg,
    abs_of_pos (div_pos hE (by linarith))]
  exact div_lt_div_of_pos_left hE hL0 (by linarith)

/-- In the infinite well, `k = π/L` with `L > 0`, the energy has `dE/dL = -2E/L`, and the
square of this derivative is `4 c² π⁴ / L⁶`. -/
theorem infinite_well (c : ℝ) (hL : 0 < L) :
    HasDerivAt (fun l => energy c (π / l)) (-2 * energy c (π / L) / L) L ∧
      (deriv (fun l => energy c (π / l)) L) ^ 2 = 4 * c ^ 2 * π ^ 4 / L ^ 6 := by
  have hd : HasDerivAt (fun l => energy c (π / l)) (-2 * energy c (π / L) / L) L := by
    have hq : HasDerivAt (fun l : ℝ => π / l) (-π / L ^ 2) L := by
      refine ((hasDerivAt_const L π).fun_div (hasDerivAt_id' L) hL.ne').congr_deriv ?_
      ring
    have hE : (fun l => energy c (π / l)) = fun l => c * (π / l * (π / l)) := by
      funext l
      simp only [energy]
      ring
    rw [hE]
    refine ((hq.fun_mul hq).const_mul c).congr_deriv ?_
    simp only [energy]
    ring
  refine ⟨hd, ?_⟩
  rw [hd.deriv]
  simp only [energy]
  ring

/-- For `c > 0`, fixed depth and positive widths, the squared width sensitivity of the finite-well
ground level lies strictly below the value `4 c² π⁴ / L⁶`. -/
theorem sq_deriv_energy_lt {c : ℝ} (hc : 0 < c) (ha : 0 ≤ a)
    (hk : ∀ l ∈ Ioo a b, IsGroundLevel k0 l (k l)) (hL : L ∈ Ioo a b) :
    (deriv (fun l => energy c (k l)) L) ^ 2 < 4 * c ^ 2 * π ^ 4 / L ^ 6 := by
  have hL0 : 0 < L := ha.trans_lt hL.1
  have hp := (hk L hL).pos
  have hb := (hk L hL).branch
  have hlt : 2 * energy c (k L) / L < 2 * c * π ^ 2 / L ^ 3 := by
    calc 2 * energy c (k L) / L = 2 * c * (k L * L) ^ 2 / L ^ 3 := by
          simp only [energy]
          field_simp
      _ < 2 * c * π ^ 2 / L ^ 3 := by gcongr
  have hsq : 4 * c ^ 2 * π ^ 4 / L ^ 6 = (2 * c * π ^ 2 / L ^ 3) ^ 2 := by ring
  rw [hsq]
  exact sq_lt_sq.mpr
    (((abs_deriv_energy_lt hc ha hk hL).trans hlt).trans_le (le_abs_self _))

end

end WellWidthFluctuation
```

```lean
#print axioms WellWidthFluctuation.existsUnique_groundLevel
-- 'WellWidthFluctuation.existsUnique_groundLevel' depends on axioms: [propext, Classical.choice, Quot.sound]
#print axioms WellWidthFluctuation.infinite_well
-- 'WellWidthFluctuation.infinite_well' depends on axioms: [propext, Classical.choice, Quot.sound]
#print axioms WellWidthFluctuation.sq_deriv_energy_lt
-- 'WellWidthFluctuation.sq_deriv_energy_lt' depends on axioms: [propext, Classical.choice, Quot.sound]
```

## From the cosine equation to the inverse function

`isGroundLevel_iff_cos` removes the square root. In the forward direction, `linear_combination` shows that (k − k₀ cos θ)(k + k₀ cos θ) = 0; the second factor is positive, so the first vanishes. The reverse direction rewrites k₀² − k² as (k₀ sin θ)² and takes the root.

`phase_lt` assumes the opposite order of the phases and contradicts it with the monotonicity of cosine. `existsUnique_groundLevel` combines this with `intermediate_value_Ioo`, and `wavenumber_change_le` treats the possible orders of k₁ and k₂ separately.

The main work is in `hasDerivAt_wavenumber`. There `hcont` squeezes |k(l) − k(L)| below k₀|l − L|/L, `hinv` states that 2 arccos(k(l)/k₀)/k(l) = l throughout the interval, and `hf` is the derivative dL/dk. `HasDerivAt.of_local_left_inverse` takes these three facts, together with dL/dk ≠ 0, and returns dk/dL.

`hasDerivAt_energy` applies the product rule to c·k·k. `abs_deriv_energy_lt` compares the denominators L + 2/κ and L, and `sq_deriv_energy_lt` adds kL < π before squaring.

## Without kL < π, the level can jump

Take L = 1 and k₀ = 5π/√2. Then k = 5π/2 satisfies every condition except kL < π: the phase kL/2 is 5π/4, its tangent is 1, and κ = √(k₀² − k²) = 5π/2 = k. This is the second even level of the well.

Near this width both even levels exist. A function k(L) that follows the lower one up to L = 1 and the upper one beyond it meets all the remaining conditions, yet it is discontinuous at L = 1 and has no derivative there.

The L⁻⁶ bound fails too. If k(L) follows the second level smoothly, differentiating the matching condition gives the same formula for dE/dL, but at L = 1 its square is about 25 times 4c²π⁴/L⁶.
